# Summed over all ordered pairs, same-element Tkatchenko–Scheffler coefficients depend on the partition only through the total volume

Take atoms of one element, and let atom $i$ have volume ratio $v_i>0$, its effective volume in the molecule divided by that of the free atom. In the Tkatchenko–Scheffler scheme an atom's polarizability scales as $v_i$ and its own $C_6$ coefficient as $v_i^2$. With this scaling and the scheme's combination rule, the dispersion coefficients summed over all ordered pairs, each atom paired with itself included, give $C(\sum_i v_i)^2$, where $C>0$ is the free-atom $C_6$ coefficient. Moving volume between atoms at fixed total leaves this sum unchanged. If the self terms are left out, the sum does depend on how the volume is shared.

The physical problem is that a molecular electron density can be divided among its atoms in more than one way, and each division gives its own $v_i$. For dispersion corrections in electronic structure, the result separates a sum that depends only on the total volume ratio from one that also depends on how that total is shared, within a pairwise model of a single element. Two partitions with different totals give different values of the first sum as well.

## The combination rule for one element

```lean
import Mathlib

open Finset

namespace TSPartitionSensitivity

noncomputable section
```

Below, `def` introduces a formula and `theorem` a statement, with its proof after `:=`. An entry such as `(ha : 0 < a)` is a hypothesis with a name.

```lean
/-- Denominator of the Tkatchenko-Scheffler combination rule for two atoms with nonzero
polarizabilities `α`, `β` and dispersion coefficients `C`, `D`. -/
def tsDenominator (α β C D : ℝ) : ℝ := β / α * C + α / β * D
```

For polarizabilities $\alpha,\beta$ and coefficients $C,D$, this is $\frac{\beta}{\alpha}C+\frac{\alpha}{\beta}D$. Here `C` and `D` belong to two arbitrary atoms; from `pairC6` onwards, `C` is the free-atom coefficient.

```lean
/-- Tkatchenko-Scheffler mixed coefficient of two atoms with nonzero polarizabilities `α`, `β`
and coefficients `C`, `D`, for a nonzero denominator of the rule. -/
def tsMixed (α β C D : ℝ) : ℝ := 2 * C * D / tsDenominator α β C D
```

The mixed coefficient is $2CD$ divided by that denominator.

```lean
/-- Mixed coefficient of two atoms of one element with nonzero volume ratios `v`, `w`: the
polarizabilities are `a v`, `a w` and the coefficients `C v²`, `C w²`, with `a`, `C` nonzero. -/
def pairC6 (a C v w : ℝ) : ℝ := tsMixed (a * v) (a * w) (C * v ^ 2) (C * w ^ 2)
```

An atom of volume ratio $v$ gets polarizability $av$ and coefficient $Cv^2$, where $a$ is the free-atom polarizability. This scaling is assumed: polarizability follows volume, and $C_6$ follows the squared polarizability at a fixed effective excitation energy.

```lean
/-- Sum of the mixed coefficients over all ordered pairs of atoms, including each atom with
itself, for nonzero `a`, `C` and volume ratios. -/
def molecularC6 {ι : Type*} [Fintype ι] (a C : ℝ) (v : ι → ℝ) : ℝ :=
  ∑ i, ∑ j, pairC6 a C (v i) (v j)
```

The type `ι` labels the atoms, and `Fintype` says that there are finitely many. The double sum includes $i=j$. Physically, it is the pairwise $C_6$ coefficient between two distant copies of the molecule, where atom $i$ of one copy also meets atom $i$ of the other.

```lean
/-- Sum of the mixed coefficients over all ordered pairs of distinct atoms, for nonzero `a`, `C`
and volume ratios. -/
def interatomicC6 {ι : Type*} [Fintype ι] [DecidableEq ι] (a C : ℝ) (v : ι → ℝ) : ℝ :=
  ∑ i, ∑ j ∈ univ.erase i, pairC6 a C (v i) (v j)
```

Here `univ.erase i` means all atoms except $i$. Each pair within the molecule is counted twice, once in each order. No distances or damping enter, so this is a sum of coefficients and not an energy.

```lean
/-- For two atoms of one element with positive `a`, `C` and volume ratios `v`, `w`, the
denominator of the combination rule is positive and the mixed coefficient is `C v w`. -/
theorem pairC6_eq {a C v w : ℝ} (ha : 0 < a) (hC : 0 < C) (hv : 0 < v) (hw : 0 < w) :
    0 < tsDenominator (a * v) (a * w) (C * v ^ 2) (C * w ^ 2) ∧
      pairC6 a C v w = C * v * w := by
  -- both terms of the denominator are equal
  have h1 : a * w / (a * v) * (C * v ^ 2) = C * v * w := by
    rw [div_mul_eq_mul_div, div_eq_iff (by positivity)]
    ring
  have h2 : a * v / (a * w) * (C * w ^ 2) = C * v * w := by
    rw [div_mul_eq_mul_div, div_eq_iff (by positivity)]
    ring
  unfold pairC6 tsMixed tsDenominator
  rw [h1, h2]
  refine ⟨by positivity, ?_⟩
  rw [div_eq_iff (by positivity)]
  ring
```

The symbol `∧` joins two claims: the denominator is positive, and the mixed coefficient is $Cvw$. By hand, the two terms of the denominator coincide:

$$\frac{aw}{av}Cv^2=Cvw,\qquad \frac{av}{aw}Cw^2=Cvw .$$

The denominator is therefore $2Cvw>0$, and the mixed coefficient is

$$\frac{2\,Cv^2\,Cw^2}{2Cvw}=Cvw .$$

In Lean, `h1` and `h2` are the two terms. The step `div_eq_iff` clears a denominator, `positivity` supplies the sign conditions, and `ring` finishes the algebra.

The polarizability ratios are easily inverted. The result would then be $2Cv^3w^3/(v^4+w^4)$, which equals $Cvw$ only for $v=w$, so checking equal atoms does not reveal the error.

## The sum with self terms

```lean
/-- For atoms of one element with positive `a`, `C` and volume ratios, every denominator of the
combination rule is positive, and the coefficients summed over all ordered pairs, including each
atom with itself, give `C` times the square of the total volume ratio. -/
theorem molecularC6_eq {ι : Type*} [Fintype ι] {a C : ℝ} {v : ι → ℝ}
    (ha : 0 < a) (hC : 0 < C) (hv : ∀ i, 0 < v i) :
    (∀ i j, 0 < tsDenominator (a * v i) (a * v j) (C * v i ^ 2) (C * v j ^ 2)) ∧
      molecularC6 a C v = C * (∑ i, v i) ^ 2 := by
  refine ⟨fun i j => (pairC6_eq ha hC (hv i) (hv j)).1, ?_⟩
  have h : ∀ i, ∑ j, pairC6 a C (v i) (v j) = C * v i * ∑ j, v j := by
    intro i
    rw [Finset.mul_sum]
    exact Finset.sum_congr rfl fun j _ => (pairC6_eq ha hC (hv i) (hv j)).2
  unfold molecularC6
  rw [Finset.sum_congr rfl fun i _ => h i, ← Finset.sum_mul, ← Finset.mul_sum]
  ring
```

The hypothesis `∀ i, 0 < v i` says that every volume ratio is positive. Write $V=\sum_i v_i$. Summing over $j$ first,

$$\sum_i\sum_j Cv_iv_j=\sum_i Cv_iV=CV^2 .$$

The inner sum is `h`; `Finset.mul_sum` and `Finset.sum_mul` move common factors through the sums. The first half of the statement records that no denominator vanishes.

```lean
/-- Two partitions into atoms of one element, with positive `a`, `C` and volume ratios and
possibly different numbers of atoms, have the same sum over all ordered pairs, including each atom
with itself, exactly when their total volume ratios agree. -/
theorem molecularC6_eq_iff {ι κ : Type*} [Fintype ι] [Fintype κ] {a C : ℝ}
    {v : ι → ℝ} {w : κ → ℝ} (ha : 0 < a) (hC : 0 < C)
    (hv : ∀ i, 0 < v i) (hw : ∀ k, 0 < w k) :
    molecularC6 a C v = molecularC6 a C w ↔ ∑ i, v i = ∑ k, w k := by
  rw [(molecularC6_eq ha hC hv).2, (molecularC6_eq ha hC hw).2]
  constructor
  · intro h
    -- total volumes are nonnegative, so equal squares mean equal totals
    have hV : 0 ≤ ∑ i, v i := Finset.sum_nonneg fun i _ => (hv i).le
    have hW : 0 ≤ ∑ k, w k := Finset.sum_nonneg fun k _ => (hw k).le
    exact (sq_eq_sq₀ hV hW).mp (mul_left_cancel₀ hC.ne' h)
  · intro h
    rw [h]
```

The sign `↔` means "exactly when". The second partition has ratios $w_k$ with total $W=\sum_k w_k$, and its label type `κ` may contain a different number of atoms. If $V=W$, the two sums agree, which is the invariance under redistribution. Conversely, $CV^2=CW^2$ gives $V^2=W^2$ after cancelling $C$, and since neither total is negative, $V=W$. These are the steps `mul_left_cancel₀` and `sq_eq_sq₀`.

The step left to the user is the equality of totals for real densities. Effective volumes are weighted by the cubed distance from each atom's own nucleus, so two partitions of the same density need not have equal $V$.

## The sum over distinct atoms

```lean
/-- For atoms of one element with positive `a`, `C` and volume ratios, the sum over ordered pairs
of distinct atoms is `C` times the squared total volume ratio less the sum of squared ratios. -/
theorem interatomicC6_eq {ι : Type*} [Fintype ι] [DecidableEq ι] {a C : ℝ} {v : ι → ℝ}
    (ha : 0 < a) (hC : 0 < C) (hv : ∀ i, 0 < v i) :
    interatomicC6 a C v = C * ((∑ i, v i) ^ 2 - ∑ i, v i ^ 2) := by
  -- remove the self term from each row of the double sum
  have h : ∀ i, ∑ j ∈ univ.erase i, pairC6 a C (v i) (v j)
      = C * v i * (∑ j, v j) - C * v i ^ 2 := by
    intro i
    have h1 : pairC6 a C (v i) (v i) + ∑ j ∈ univ.erase i, pairC6 a C (v i) (v j)
        = ∑ j, pairC6 a C (v i) (v j) :=
      Finset.add_sum_erase univ (fun j => pairC6 a C (v i) (v j)) (Finset.mem_univ i)
    have h2 : ∑ j, pairC6 a C (v i) (v j) = C * v i * ∑ j, v j := by
      rw [Finset.mul_sum]
      exact Finset.sum_congr rfl fun j _ => (pairC6_eq ha hC (hv i) (hv j)).2
    rw [h2, (pairC6_eq ha hC (hv i) (hv i)).2] at h1
    linear_combination h1
  unfold interatomicC6
  rw [Finset.sum_congr rfl fun i _ => h i, Finset.sum_sub_distrib, ← Finset.sum_mul,
    ← Finset.mul_sum, ← Finset.mul_sum]
  ring
```

Removing the self term $Cv_i^2$ from row $i$ leaves $Cv_iV-Cv_i^2$. Summing over $i$ gives

$$C\Big(V^2-\sum_i v_i^2\Big).$$

In the proof, `h1` splits the full row into self term and remainder, `h2` evaluates the full row, and `linear_combination h1` solves for the remainder.

```lean
/-- For two partitions of the same total volume ratio into atoms of one element, with positive
`a`, `C` and volume ratios, the sums over distinct atoms agree exactly when the sums of squared
volume ratios agree. -/
theorem interatomicC6_eq_iff {ι κ : Type*} [Fintype ι] [DecidableEq ι] [Fintype κ]
    [DecidableEq κ] {a C : ℝ} {v : ι → ℝ} {w : κ → ℝ} (ha : 0 < a) (hC : 0 < C)
    (hv : ∀ i, 0 < v i) (hw : ∀ k, 0 < w k) (hsum : ∑ i, v i = ∑ k, w k) :
    interatomicC6 a C v = interatomicC6 a C w ↔ ∑ i, v i ^ 2 = ∑ k, w k ^ 2 := by
  rw [interatomicC6_eq ha hC hv, interatomicC6_eq ha hC hw, hsum]
  constructor
  · intro h
    have h' := mul_left_cancel₀ hC.ne' h
    linarith
  · intro h
    rw [h]
```

With equal totals, assumed in `hsum`, the $V^2$ terms match, so the sums agree exactly when $\sum_i v_i^2=\sum_k w_k^2$. For two atoms, the ratios $(1,1)$ give $2C$ and $(\tfrac32,\tfrac12)$ give $\tfrac32C$, although both give $4C$ once self terms are included.

Without `hsum`, positive ratios and equal numbers of atoms are not enough for this equivalence. A single atom with ratio $1$ and a single atom with ratio $2$ both give zero, while their squares are $1$ and $4$.

```lean
/-- For `N` atoms of one element with positive `a`, `C` and volume ratios, `N` times the sum over
distinct atoms is `(N - 1) C` times the squared total volume ratio, less `C / 2` times the sum of
squared volume differences over all ordered pairs. -/
theorem card_mul_interatomicC6 {ι : Type*} [Fintype ι] [DecidableEq ι] {a C : ℝ} {v : ι → ℝ}
    (ha : 0 < a) (hC : 0 < C) (hv : ∀ i, 0 < v i) :
    (Fintype.card ι : ℝ) * interatomicC6 a C v
      = ((Fintype.card ι : ℝ) - 1) * C * (∑ i, v i) ^ 2
        - C / 2 * ∑ i, ∑ j, (v i - v j) ^ 2 := by
  -- expand the squared differences, first over one atom and then over the other
  have hrow : ∀ i, ∑ j, (v i - v j) ^ 2
      = (Fintype.card ι : ℝ) * v i ^ 2 - 2 * v i * (∑ j, v j) + ∑ j, v j ^ 2 := by
    intro i
    have h : ∀ j, (v i - v j) ^ 2 = v i ^ 2 - 2 * v i * v j + v j ^ 2 := fun j => by ring
    rw [Finset.sum_congr rfl fun j _ => h j, Finset.sum_add_distrib, Finset.sum_sub_distrib,
      ← Finset.mul_sum, Finset.sum_const, Finset.card_univ, nsmul_eq_mul]
  have hD : ∑ i, ∑ j, (v i - v j) ^ 2
      = 2 * (Fintype.card ι : ℝ) * (∑ i, v i ^ 2) - 2 * (∑ i, v i) ^ 2 := by
    rw [Finset.sum_congr rfl fun i _ => hrow i, Finset.sum_add_distrib,
      Finset.sum_sub_distrib, ← Finset.mul_sum, ← Finset.sum_mul, ← Finset.mul_sum,
      Finset.sum_const, Finset.card_univ, nsmul_eq_mul]
    ring
  rw [interatomicC6_eq ha hC hv]
  linear_combination (C / 2) * hD
```

Let $N$ be the number of atoms, `Fintype.card ι` in Lean, and let $S=\sum_i v_i^2$. Expanding one row (`hrow`) and then summing over $i$ (`hD`) gives

$$\sum_j(v_i-v_j)^2=Nv_i^2-2v_iV+S,$$

$$\sum_i\sum_j(v_i-v_j)^2=2NS-2V^2 .$$

Hence

$$(N-1)CV^2-\frac C2\,(2NS-2V^2)=NC(V^2-S),$$

which is $N$ times the sum over distinct atoms. The last Lean line adds the multiple $C/2$ of `hD`.

```lean
/-- For `N` atoms of one element with positive `a`, `C` and volume ratios, `N` times the sum over
distinct atoms is at most `(N - 1) C` times the squared total volume ratio, with equality exactly
when all volume ratios are equal. -/
theorem interatomicC6_bound {ι : Type*} [Fintype ι] [DecidableEq ι] {a C : ℝ} {v : ι → ℝ}
    (ha : 0 < a) (hC : 0 < C) (hv : ∀ i, 0 < v i) :
    (Fintype.card ι : ℝ) * interatomicC6 a C v
        ≤ ((Fintype.card ι : ℝ) - 1) * C * (∑ i, v i) ^ 2 ∧
      ((Fintype.card ι : ℝ) * interatomicC6 a C v
        = ((Fintype.card ι : ℝ) - 1) * C * (∑ i, v i) ^ 2 ↔ ∀ i j, v i = v j) := by
  have hrow : ∀ i, 0 ≤ ∑ j, (v i - v j) ^ 2 :=
    fun i => Finset.sum_nonneg fun j _ => sq_nonneg _
  have hD : 0 ≤ ∑ i, ∑ j, (v i - v j) ^ 2 := Finset.sum_nonneg fun i _ => hrow i
  have hCD : 0 ≤ C / 2 * ∑ i, ∑ j, (v i - v j) ^ 2 := mul_nonneg (by positivity) hD
  rw [card_mul_interatomicC6 ha hC hv]
  refine ⟨by linarith, ?_, ?_⟩
  · intro h i j
    -- equality forces every squared difference to vanish
    have h0 : C / 2 * ∑ i, ∑ j, (v i - v j) ^ 2 = 0 := by linarith
    have h1 := (mul_eq_zero.mp h0).resolve_left (by positivity)
    have h2 := (Finset.sum_eq_zero_iff_of_nonneg fun i _ => hrow i).mp h1 i (Finset.mem_univ i)
    have h3 := (Finset.sum_eq_zero_iff_of_nonneg fun j _ => sq_nonneg (v i - v j)).mp h2 j
      (Finset.mem_univ j)
    exact sub_eq_zero.mp (pow_eq_zero_iff (two_ne_zero)|>.mp h3)
  · intro h
    have h0 : ∑ i, ∑ j, (v i - v j) ^ 2 = 0 :=
      Finset.sum_eq_zero fun i _ => Finset.sum_eq_zero fun j _ => by
        rw [h i j, sub_self]
        norm_num
    rw [h0, mul_zero, sub_zero]

end

end TSPartitionSensitivity
```

The subtracted term is a sum of squares with a positive factor, so for $N\ge1$ the sum over distinct atoms is at most $(1-\tfrac1N)CV^2$. Equality forces the double sum of squares to vanish. Lean then applies `Finset.sum_eq_zero_iff_of_nonneg` twice, first to the rows (`h2`) and then within a row (`h3`), to obtain $v_i=v_j$ for every pair. Conversely, equal ratios make every difference zero. At fixed $N$ and $V$, the even partition therefore gives the largest sum.

```lean
#print axioms TSPartitionSensitivity.molecularC6_eq_iff
-- 'TSPartitionSensitivity.molecularC6_eq_iff' depends on axioms: [propext, Classical.choice, Quot.sound]
#print axioms TSPartitionSensitivity.interatomicC6_eq_iff
-- 'TSPartitionSensitivity.interatomicC6_eq_iff' depends on axioms: [propext, Classical.choice, Quot.sound]
#print axioms TSPartitionSensitivity.interatomicC6_bound
-- 'TSPartitionSensitivity.interatomicC6_bound' depends on axioms: [propext, Classical.choice, Quot.sound]
```
